# A softer surface Einstein mode has a lower free energy at every positive temperature

An atom at a surface has fewer neighbours than one in the bulk, and a simple model turns this into a difference in vibrational frequency. Here each atom is an Einstein oscillator: it vibrates independently while its neighbours stay still, and every neighbour adds the same stiffness, whatever the angle between its bond and the vibration. With coordination $Z$ the frequency is $\sqrt{\kappa Z}$, where $\kappa>0$ is the spring constant per neighbour divided by the atomic mass. Using one $\kappa$ for surface and bulk means that the remaining bonds do not stiffen when others are cut.

Let $0<Z_s<Z_b$ be the surface and bulk coordinations, $\omega_s$ and $\omega_b$ the corresponding frequencies, and $F(w,T)$ the free energy of a mode of frequency $w$ at temperature $T$, in units with $\hbar=k_B=1$. Then for every $T>0$

$$F(\omega_s,T)-F(\omega_b,T)<\frac T2\ln\frac{Z_s}{Z_b}<0 .$$

Surface energies computed from static total energies omit this vibrational contribution; for one mode of this model, with the same $\kappa$ at the surface and in the bulk, the inequality gives its sign and a lower bound on its size.

## From the oscillator levels to the bound and its limits

The levels are $w(n+\tfrac12)$, so the partition function $Q$ is a geometric series:

$$Q=\sum_{n\ge0}e^{-w(n+1/2)/T}=\frac{e^{-w/2T}}{1-e^{-w/T}}=\frac{1}{2\sinh(w/2T)} .$$

Hence $F=-T\ln Q=T\ln\bigl(2\sinh(w/2T)\bigr)$. Put $r=\sqrt{Z_s/Z_b}$, so that $0<r<1$ and $\omega_s=r\omega_b$. With $w=\omega_b$ and $x=w/2T$,

$$F(rw,T)-F(w,T)=T\ln\frac{\sinh rx}{\sinh x}.$$

Let $g(y)=r\sinh y-\sinh ry$. Then $g(0)=0$ and $g'(y)=r(\cosh y-\cosh ry)>0$ for $y>0$, so $\sinh rx<r\sinh x$. The difference is therefore below $T\ln r=\frac T2\ln(Z_s/Z_b)$, which is negative.

As $T\to\infty$, $x\to0$. Since $\sinh(rx)/x\to r$ and $\sinh(x)/x\to1$, the difference divided by $T$ tends to $\ln r$.

For low temperature, write $2\sinh x=e^x(1-e^{-2x})$. This gives

$$F(w,T)=\frac w2+T\ln\bigl(1-e^{-w/T}\bigr)\to\frac w2\qquad(T\to0^+),$$

so the difference tends to $(\omega_s-\omega_b)/2$, the change in zero-point energy.

## The oscillator and its frequency in Lean

```lean
import Mathlib

open Filter Topology

namespace SurfaceEinsteinMode

noncomputable section
```

The partition function is defined as the infinite Boltzmann sum, written `∑'`.

```lean
/-- Partition function of a harmonic mode of frequency `w > 0` at temperature `T > 0`:
the Boltzmann sum over the levels `w (n + 1/2)`, in units with `ħ = k_B = 1`. -/
def partitionFunction (w T : ℝ) : ℝ := ∑' n : ℕ, Real.exp (-(w * (n + 1 / 2)) / T)
```

The free energy follows from it.

```lean
/-- Helmholtz free energy `-T ln Q` of a harmonic mode, where `Q` is its partition function, for
`w > 0` and `T > 0`. -/
def freeEnergy (w T : ℝ) : ℝ := -T * Real.log (partitionFunction w T)
```

The neighbour model enters through the frequency. Coordinations are real numbers, so fractional effective values are allowed.

```lean
/-- Einstein frequency of an atom with coordination `Z`, where `κ` is the spring constant
per neighbour divided by the atomic mass. -/
def einsteinFrequency (κ Z : ℝ) : ℝ := Real.sqrt (κ * Z)
```

## The closed form of the free energy

In the next proof, `hterm` exhibits the geometric sequence and `hs` rewrites $1-e^{-w/T}$ as $e^{-w/2T}\,2\sinh(w/2T)$. The exponential prefactors then cancel.

```lean
/-- For `w, T > 0` the Boltzmann sum of a harmonic mode equals `1 / (2 sinh (w / 2T))`. -/
theorem partitionFunction_eq {w T : ℝ} (hw : 0 < w) (hT : 0 < T) :
    partitionFunction w T = 1 / (2 * Real.sinh (w / (2 * T))) := by
  have hq : Real.exp (-(w / T)) < 1 :=
    Real.exp_lt_one_iff.2 (by have := div_pos hw hT; linarith)
  -- the Boltzmann factors form a geometric sequence
  have hterm : ∀ n : ℕ, Real.exp (-(w * (n + 1 / 2)) / T)
      = Real.exp (-(w / (2 * T))) * Real.exp (-(w / T)) ^ n := by
    intro n
    rw [← Real.exp_nat_mul, ← Real.exp_add]
    congr 1
    ring
  have h1 : Real.exp (w / (2 * T)) * Real.exp (-(w / (2 * T))) = 1 := by
    rw [← Real.exp_add, add_neg_cancel, Real.exp_zero]
  have h2 : Real.exp (-(w / T))
      = Real.exp (-(w / (2 * T))) * Real.exp (-(w / (2 * T))) := by
    rw [← Real.exp_add]
    congr 1
    ring
  have hs : 1 - Real.exp (-(w / T))
      = Real.exp (-(w / (2 * T))) * (2 * Real.sinh (w / (2 * T))) := by
    rw [Real.sinh_eq, h2]
    linear_combination -h1
  unfold partitionFunction
  simp_rw [hterm]
  rw [tsum_mul_left, tsum_geometric_of_lt_one (Real.exp_pos _).le hq, hs, mul_inv,
    ← mul_assoc, mul_inv_cancel₀ (Real.exp_pos _).ne', one_mul, one_div]
```

Taking the logarithm gives the closed form.

```lean
/-- For `w, T > 0` the free energy of a harmonic mode is `T ln (2 sinh (w / 2T))`. -/
theorem freeEnergy_eq {w T : ℝ} (hw : 0 < w) (hT : 0 < T) :
    freeEnergy w T = T * Real.log (2 * Real.sinh (w / (2 * T))) := by
  unfold freeEnergy
  rw [partitionFunction_eq hw hT, one_div, Real.log_inv]
  ring
```

Subtracting two such expressions cancels the factors of 2. This identity holds for any $r>0$, softening or stiffening.

```lean
/-- Scaling the frequency by `r > 0` changes the free energy by `T` times the logarithm
of a ratio of hyperbolic sines, for `w, T > 0`. -/
theorem freeEnergy_sub {r w T : ℝ} (hr : 0 < r) (hw : 0 < w) (hT : 0 < T) :
    freeEnergy (r * w) T - freeEnergy w T
      = T * Real.log (Real.sinh (r * w / (2 * T)) / Real.sinh (w / (2 * T))) := by
  have h1 : 0 < Real.sinh (r * w / (2 * T)) := Real.sinh_pos_iff.2 (by positivity)
  have h2 : 0 < Real.sinh (w / (2 * T)) := Real.sinh_pos_iff.2 (by positivity)
  rw [freeEnergy_eq (mul_pos hr hw) hT, freeEnergy_eq hw hT, ← mul_sub,
    ← Real.log_div (mul_pos two_pos h1).ne' (mul_pos two_pos h2).ne',
    mul_div_mul_left _ _ two_ne_zero]
```

## The strict inequality

The function $g$ appears here with its derivative in `hd`. The step `hm` shows that it increases strictly on $[0,\infty)$, using the growth of cosh, and comparison with $g(0)=0$ finishes the proof.

```lean
/-- The hyperbolic sine lies strictly below its chords from the origin:
`sinh (r x) < r sinh x` for `0 < r < 1` and `x > 0`. -/
theorem sinh_mul_lt {r x : ℝ} (hr : 0 < r) (hr1 : r < 1) (hx : 0 < x) :
    Real.sinh (r * x) < r * Real.sinh x := by
  have hd : ∀ y : ℝ, HasDerivAt (fun y => r * Real.sinh y - Real.sinh (r * y))
      (r * Real.cosh y - r * Real.cosh (r * y)) y := by
    intro y
    have h1 := (Real.hasDerivAt_sinh y).const_mul r
    have h2 := ((hasDerivAt_id' y).const_mul r).sinh
    exact (h1.fun_sub h2).congr_deriv (by ring)
  -- the gap grows with y on [0, ∞) because cosh is increasing there
  have hm : StrictMonoOn (fun y => r * Real.sinh y - Real.sinh (r * y)) (Set.Ici 0) := by
    refine strictMonoOn_of_deriv_pos (convex_Ici 0)
      (fun y _ => (hd y).continuousAt.continuousWithinAt) (fun y hy => ?_)
    rw [interior_Ici] at hy
    have hy' : 0 < y := hy
    have hc : Real.cosh (r * y) < Real.cosh y := by
      apply Real.cosh_lt_cosh.2
      rw [abs_of_pos (mul_pos hr hy'), abs_of_pos hy']
      nlinarith [mul_pos (sub_pos.2 hr1) hy']
    rw [(hd y).deriv]
    nlinarith [mul_pos hr (sub_pos.2 hc)]
  have h := hm (Set.mem_Ici.2 le_rfl) (Set.mem_Ici.2 hx.le) hx
  simp only [mul_zero, Real.sinh_zero, sub_zero] at h
  linarith
```

Dividing by $\sinh x$, taking logarithms and multiplying by $T>0$ preserve the strict inequality.

```lean
/-- Softening a mode by a factor `0 < r < 1` changes its free energy by strictly less than
`T ln r`, at every temperature `T > 0` and for every frequency `w > 0`. -/
theorem freeEnergy_softening_lt {r w T : ℝ} (hr : 0 < r) (hr1 : r < 1)
    (hw : 0 < w) (hT : 0 < T) :
    freeEnergy (r * w) T - freeEnergy w T < T * Real.log r := by
  have h1 : 0 < Real.sinh (r * w / (2 * T)) := Real.sinh_pos_iff.2 (by positivity)
  have h2 : 0 < Real.sinh (w / (2 * T)) := Real.sinh_pos_iff.2 (by positivity)
  have h3 := sinh_mul_lt hr hr1 (show 0 < w / (2 * T) by positivity)
  rw [← mul_div_assoc] at h3
  rw [freeEnergy_sub hr hw hT]
  exact mul_lt_mul_of_pos_left
    (Real.log_lt_log (div_pos h1 h2) ((div_lt_iff₀ h2).2 h3)) hT
```

## High and low temperature

In the high-temperature proof, `key` obtains $\sinh(ax)/x\to a$ as the derivative of $\sinh(ax)$ at zero. The filter `𝓝[≠] 0` means approaching zero without reaching it, and `atTop` means $T\to\infty$.

```lean
/-- For `r, w > 0`, the free energy change on scaling the frequency by `r`, divided by `T`,
tends to `ln r` at high temperature. -/
theorem tendsto_softening_atTop {r w : ℝ} (hr : 0 < r) (hw : 0 < w) :
    Tendsto (fun T => (freeEnergy (r * w) T - freeEnergy w T) / T) atTop
      (𝓝 (Real.log r)) := by
  -- sinh (a x) / x tends to a as x tends to zero
  have key : ∀ a : ℝ, Tendsto (fun x => Real.sinh (a * x) / x) (𝓝[≠] 0) (𝓝 a) := by
    intro a
    have h : HasDerivAt (fun x : ℝ => Real.sinh (a * x)) a 0 :=
      (((hasDerivAt_id' (0 : ℝ)).const_mul a).sinh).congr_deriv (by simp)
    exact (hasDerivAt_iff_tendsto_slope.1 h).congr (fun x => by simp [slope_def_field])
  have h2T : Tendsto (fun T : ℝ => 2 * T) atTop atTop :=
    tendsto_id.const_mul_atTop two_pos
  have hx : Tendsto (fun T : ℝ => w / (2 * T)) atTop (𝓝[≠] 0) :=
    tendsto_nhdsWithin_iff.2 ⟨tendsto_const_nhds.div_atTop h2T,
      (eventually_gt_atTop 0).mono fun T hT => (div_pos hw (mul_pos two_pos hT)).ne'⟩
  have h : Tendsto (fun T : ℝ => Real.log (Real.sinh (r * (w / (2 * T))) / (w / (2 * T)) /
      (Real.sinh (1 * (w / (2 * T))) / (w / (2 * T))))) atTop (𝓝 (Real.log (r / 1))) :=
    (((key r).comp hx).div ((key 1).comp hx) one_ne_zero).log (by simpa using hr.ne')
  rw [div_one] at h
  refine h.congr' ((eventually_gt_atTop 0).mono fun T hT => ?_)
  have hne : w / (2 * T) ≠ 0 := (div_pos hw (mul_pos two_pos hT)).ne'
  show _ = (freeEnergy (r * w) T - freeEnergy w T) / T
  rw [freeEnergy_sub hr hw hT, mul_div_cancel_left₀ _ hT.ne',
    div_div_div_cancel_right₀ hne, one_mul, ← mul_div_assoc]
```

For the opposite limit, `𝓝[>] 0` means approaching zero from above. The step `e` splits off the exponential that carries the zero-point energy; `hid.mul hlog` shows that the remaining term vanishes.

```lean
/-- As `T` tends to zero from above, the free energy of a mode with `w > 0` tends to its
zero-point energy `w / 2`. -/
theorem tendsto_freeEnergy_zero {w : ℝ} (hw : 0 < w) :
    Tendsto (fun T => freeEnergy w T) (𝓝[>] 0) (𝓝 (w / 2)) := by
  have hinv : Tendsto (fun T : ℝ => w * T⁻¹) (𝓝[>] 0) atTop :=
    tendsto_inv_nhdsGT_zero.const_mul_atTop hw
  have hexp : Tendsto (fun T : ℝ => Real.exp (-(w * T⁻¹))) (𝓝[>] 0) (𝓝 0) :=
    Real.tendsto_exp_neg_atTop_nhds_zero.comp hinv
  have hlog : Tendsto (fun T : ℝ => Real.log (1 - Real.exp (-(w * T⁻¹)))) (𝓝[>] 0)
      (𝓝 (Real.log (1 - 0))) := (tendsto_const_nhds.sub hexp).log (by norm_num)
  have hid : Tendsto (fun T : ℝ => T) (𝓝[>] 0) (𝓝 0) :=
    tendsto_nhdsWithin_of_tendsto_nhds tendsto_id
  have h := (hid.mul hlog).const_add (w / 2)
  rw [zero_mul, add_zero] at h
  refine h.congr' ?_
  filter_upwards [self_mem_nhdsWithin] with T hT
  have hT' : 0 < T := hT
  have hlt : Real.exp (-(w * T⁻¹)) < 1 :=
    Real.exp_lt_one_iff.2 (by have := mul_pos hw (inv_pos.2 hT'); linarith)
  -- split off the zero-point part of the hyperbolic sine
  have e : 2 * Real.sinh (w / (2 * T))
      = Real.exp (w / (2 * T)) * (1 - Real.exp (-(w * T⁻¹))) := by
    rw [Real.sinh_eq, mul_sub, ← Real.exp_add,
      show w / (2 * T) + -(w * T⁻¹) = -(w / (2 * T)) by ring]
    ring
  have hz : T * (w / (2 * T)) = w / 2 := by field_simp
  rw [freeEnergy_eq hw hT', e, Real.log_mul (Real.exp_pos _).ne' (sub_pos.2 hlt).ne',
    Real.log_exp, mul_add, hz]
```

## Surface against bulk

The softening ratio follows from the frequency model.

```lean
/-- For positive coordinations, the surface Einstein frequency is the bulk one multiplied by
`sqrt (Zs / Zb)`. -/
theorem surface_frequency (κ : ℝ) {Zs Zb : ℝ} (hs : 0 < Zs) (hb : 0 < Zb) :
    einsteinFrequency κ Zs = Real.sqrt (Zs / Zb) * einsteinFrequency κ Zb := by
  unfold einsteinFrequency
  rw [← Real.sqrt_mul (div_pos hs hb).le]
  congr 1
  field_simp
```

The final theorem assumes `0 < κ`, `0 < Zs` and `Zs < Zb`. Its first part is the pair of strict inequalities for every $T>0$; the other two are the limits at high and low temperature. For the bound on the difference and the high-temperature limit, the proof inserts $r=\sqrt{Z_s/Z_b}$ into the earlier results, with `hl` turning $\ln r$ into $\frac12\ln(Z_s/Z_b)$. The low-temperature limit is the difference of the two zero-point limits.

The theorem compares one mode with one mode. Coupling between atoms, anharmonicity and changes of $\kappa$ through surface relaxation lie beyond the model; a sufficiently stiffened surface bond could reverse the sign.

```lean
/-- For `0 < Zs < Zb` and `κ > 0`, the surface mode has a lower free energy than the bulk mode
at every `T > 0`, and the difference is strictly below `(T/2) ln (Zs/Zb) < 0`. Divided by `T` it
tends to `(1/2) ln (Zs/Zb)` as `T → ∞`; undivided, it tends to half the frequency difference
as `T → 0` from above. -/
theorem surface_vibrational_free_energy {κ Zs Zb : ℝ} (hκ : 0 < κ) (hs : 0 < Zs)
    (hsb : Zs < Zb) :
    (∀ T : ℝ, 0 < T →
      freeEnergy (einsteinFrequency κ Zs) T - freeEnergy (einsteinFrequency κ Zb) T
        < T / 2 * Real.log (Zs / Zb) ∧ T / 2 * Real.log (Zs / Zb) < 0) ∧
    Tendsto (fun T => (freeEnergy (einsteinFrequency κ Zs) T
      - freeEnergy (einsteinFrequency κ Zb) T) / T) atTop
      (𝓝 (1 / 2 * Real.log (Zs / Zb))) ∧
    Tendsto (fun T => freeEnergy (einsteinFrequency κ Zs) T
      - freeEnergy (einsteinFrequency κ Zb) T) (𝓝[>] 0)
      (𝓝 ((einsteinFrequency κ Zs - einsteinFrequency κ Zb) / 2)) := by
  have hb : 0 < Zb := hs.trans hsb
  have hq : 0 < Zs / Zb := div_pos hs hb
  have hq1 : Zs / Zb < 1 := (div_lt_one hb).2 hsb
  have hr : 0 < Real.sqrt (Zs / Zb) := Real.sqrt_pos.2 hq
  have hr1 : Real.sqrt (Zs / Zb) < 1 :=
    (Real.sqrt_lt' one_pos).2 (by rw [one_pow]; exact hq1)
  have hws : 0 < einsteinFrequency κ Zs := Real.sqrt_pos.2 (mul_pos hκ hs)
  have hwb : 0 < einsteinFrequency κ Zb := Real.sqrt_pos.2 (mul_pos hκ hb)
  have hl : Real.log (Real.sqrt (Zs / Zb)) = 1 / 2 * Real.log (Zs / Zb) := by
    rw [Real.log_sqrt hq.le]
    ring
  refine ⟨fun T hT => ⟨?_, ?_⟩, ?_, ?_⟩
  · have h := freeEnergy_softening_lt hr hr1 hwb hT
    rw [← surface_frequency κ hs hb, hl] at h
    linarith
  · exact mul_neg_of_pos_of_neg (half_pos hT) (Real.log_neg hq hq1)
  · have h := tendsto_softening_atTop hr hwb
    rwa [← surface_frequency κ hs hb, hl] at h
  · rw [sub_div]
    exact (tendsto_freeEnergy_zero hws).sub (tendsto_freeEnergy_zero hwb)

end

end SurfaceEinsteinMode
```

```lean
#print axioms SurfaceEinsteinMode.surface_vibrational_free_energy
-- 'SurfaceEinsteinMode.surface_vibrational_free_energy' depends on axioms: [propext, Classical.choice, Quot.sound]
```
